# A continuous density matching moments 0 to 2M of M ≥ 1 positive-weight poles is negative somewhere

I describe the spectrum of a small cluster as a finite set of $M$ distinct real poles with positive weights, and its smoothed version as a continuous function $f$ on a bounded energy window $[a,b]$. I want the smoothed curve to obey the spectral sum rules exactly, so I fit its moments to those of the poles. With few constraints the fit looks reasonable. As I add more, it develops negative regions, which makes no sense for a diagonal spectral function of electrons. Is my fitting basis too poor, or is there a point at which no positive curve can work?

## The moment of order 2M rules out every nonnegative curve

There is such a point, and a better basis won't move it. Once all moments of orders $0$ through $2M$ agree, $f$ must be negative somewhere on $[a,b]$.

Let $S$ be the set of poles, $w_e$ the weight of the pole at $e$, and write

$$m_k=\sum_{e\in S} w_e e^k,\qquad \mu_k=\int_a^b x^k f(x)\,dx .$$

Suppose first that $\mu_k=m_k$ for all $k<N$, and let $q(x)=\sum_{i=0}^{N}q_i x^i$. Averaging $q$ over either spectrum gives a linear combination of moments:

$$\int_a^b q f\,dx=\sum_{i=0}^N q_i\mu_i,\qquad \sum_{e\in S} w_e q(e)=\sum_{i=0}^N q_i m_i .$$

On subtraction, all terms below order $N$ cancel:

$$\int_a^b q f\,dx-\sum_{e\in S} w_e q(e)=q_N(\mu_N-m_N).\tag{1}$$

Now take $N=2M$ and $q=P^2$, where $P(x)=\prod_{e\in S}(x-e)$. This $q$ has leading coefficient $1$ and vanishes at every pole, so (1) becomes

$$\mu_{2M}-m_{2M}=\int_a^b P(x)^2 f(x)\,dx.\tag{2}$$

If $f\ge 0$, the right-hand side is nonnegative. It is in fact strictly positive. If it were zero, the continuous nonnegative function $P^2f$ would vanish on all of $[a,b]$, and $f$ would be zero away from the poles. Pick a pole $s$ with $w_s\neq0$ and put $q(x)=\prod_{e\in S,\,e\ne s}(x-e)$ into (1). Its degree is $M-1<2M$, so the right-hand side is zero. The integral is zero too, because $f$ can differ from zero only at finitely many points. What remains is $w_s q(s)=0$. But $q(s)\neq0$, since the poles are distinct, and this contradicts $w_s\ne0$.

A nonnegative $f$ that matches all orders below $2M$ therefore has $\mu_{2M}>m_{2M}$. If $\mu_{2M}=m_{2M}$ is imposed as well, $f$ cannot be nonnegative. With positive weights it also takes positive values, since $\int_a^b f\,dx=\sum_{e\in S} w_e>0$.

## One pole: a variance that cannot vanish

For $M=1$, with a pole of weight $w>0$ at $e$, equation (2) reads $\mu_2-m_2=\int_a^b (x-e)^2 f(x)\,dx$. A single pole has no spread about its own position, while a nonnegative continuous density of the same total weight has some. Matching the second moment takes negative regions that cancel this spread.

Take $e=0$, $w=1$ and $f(x)=(9-15x^2)/8$ on $[-1,1]$. Then

$$\mu_0=\frac{18-10}{8}=1,\qquad \mu_1=0,\qquad \mu_2=\frac{6-6}{8}=0,$$

exactly as for the pole. The density is $9/8$ at the centre and $-3/4$ at the edges, and it is negative for $|x|>\sqrt{3/5}$.

Stopping one order earlier can leave room for a positive curve, as an example with two poles shows. The constant density $1$ on $[-1,1]$ and two unit-weight poles at $\pm\sqrt{1/3}$ share the moments $2,0,2/3,0$. At order four the density gives $2/5$ and the poles give $2/9$, an overshoot of $8/45$, as (2) requires. The window matters here: with the two poles at $\pm1$ instead, a nonnegative continuous density on $[-1,1]$ cannot even match orders $0$ and $2$, because $\int_{-1}^{1}(1-x^2)f\,dx$ would have to vanish.

## What the Lean statements say

The poles are `S : Finset ℝ`, so they are distinct by construction, and degenerate levels enter as one pole with their summed weight. The number $M$ is `S.card`. The weights are a function `w : ℝ → ℝ`, of which only the values on `S` matter. `poleMoment S w k` is $m_k$ and `densityMoment f a b k` is $\mu_k$, with no normalisation factor in either.

The central theorem is `exact_reconstruction_negative`. Its hypotheses are:

- `hab : a < b`, a window of nonzero length;
- `hf`, continuity of `f` on the closed window, which expresses that the sticks have been smoothed into a curve;
- `hw : ∃ e ∈ S, w e ≠ 0`, at least one pole that carries weight. Some condition on the weights is needed, because $f=0$ reproduces a spectrum whose weights are all zero;
- `h`, equality of the moments for every `k ≤ 2 * S.card`.

The conclusion is a point `x ∈ Set.Icc a b` with `f x < 0`. The weights may have either sign here, and the poles may lie outside the window. Your case, at least one pole and all weights positive, is `exact_reconstruction_changes_sign`, which gives both a negative and a positive value.

The theorems concern exact equality of moments on a bounded window. They do not say how negative `f` becomes, and they do not treat approximate matching, densities on the whole real line or matrix-valued spectral functions.

For a finite-cluster Green's function with $M$ poles, this means that a positive continuous spectral function on a finite window must violate at least one sum rule of order $2M$ or lower. When $M$ is large, the result places no obstacle in the way of a positive fit to the first few moments; negative regions in such a fit need another explanation.

```lean
import Mathlib

open Polynomial

namespace MomentReconstruction

noncomputable section

/-- The moment of order `k` of a discrete spectrum with poles `S` and weights `w`. -/
def poleMoment (S : Finset ℝ) (w : ℝ → ℝ) (k : ℕ) : ℝ := ∑ e ∈ S, w e * e ^ k

/-- The moment of order `k` of a spectral density `f` on the energy window from `a` to `b`. -/
def densityMoment (f : ℝ → ℝ) (a b : ℝ) (k : ℕ) : ℝ := ∫ x in a..b, x ^ k * f x

/-- The monic polynomial with a simple zero at each pole of the spectrum. -/
def polePoly (S : Finset ℝ) : ℝ[X] := ∏ e ∈ S, (X - C e)

/-- The pole polynomial vanishes exactly at the poles. -/
theorem polePoly_eval_eq_zero (S : Finset ℝ) (x : ℝ) :
    (polePoly S).eval x = 0 ↔ x ∈ S := by
  simp [polePoly, eval_prod, Finset.prod_eq_zero_iff, sub_eq_zero]

/-- The pole polynomial is monic, and its degree is the number of poles. -/
theorem polePoly_monic_natDegree (S : Finset ℝ) :
    (polePoly S).Monic ∧ (polePoly S).natDegree = S.card := by
  refine ⟨monic_prod_of_monic _ _ fun e _ => monic_X_sub_C e, ?_⟩
  rw [polePoly, natDegree_prod_of_monic _ _ fun e _ => monic_X_sub_C e]
  simp

/-- If a continuous density and a discrete spectrum share all moments below order `N`, their
averages of a polynomial of degree at most `N` differ by its coefficient of order `N` times the
difference of the moments of order `N`. -/
theorem average_defect {S : Finset ℝ} {w f : ℝ → ℝ} {a b : ℝ} (hab : a ≤ b)
    (hf : ContinuousOn f (Set.Icc a b)) {N : ℕ}
    (h : ∀ k < N, densityMoment f a b k = poleMoment S w k)
    (q : ℝ[X]) (hq : q.natDegree ≤ N) :
    (∫ x in a..b, q.eval x * f x) - ∑ e ∈ S, w e * q.eval e
      = q.coeff N * (densityMoment f a b N - poleMoment S w N) := by
  have hq' : q.natDegree < N + 1 := by omega
  have hint : ∀ i, IntervalIntegrable (fun x => q.coeff i * (x ^ i * f x))
      MeasureTheory.volume a b := fun i => ContinuousOn.intervalIntegrable (by
    rw [Set.uIcc_of_le hab]
    exact continuousOn_const.mul ((continuous_pow i).continuousOn.mul hf))
  -- both averages are linear combinations of moments
  have h1 : (∫ x in a..b, q.eval x * f x)
      = ∑ i ∈ Finset.range (N + 1), q.coeff i * densityMoment f a b i := by
    calc (∫ x in a..b, q.eval x * f x)
        = ∫ x in a..b, ∑ i ∈ Finset.range (N + 1), q.coeff i * (x ^ i * f x) := by
          refine intervalIntegral.integral_congr fun x _ => ?_
          show q.eval x * f x = ∑ i ∈ Finset.range (N + 1), q.coeff i * (x ^ i * f x)
          rw [eval_eq_sum_range' hq', Finset.sum_mul]
          exact Finset.sum_congr rfl fun i _ => by ring
      _ = _ := by
          rw [intervalIntegral.integral_finsetSum fun i _ => hint i]
          exact Finset.sum_congr rfl fun i _ => intervalIntegral.integral_const_mul _ _
  have h2 : ∑ e ∈ S, w e * q.eval e
      = ∑ i ∈ Finset.range (N + 1), q.coeff i * poleMoment S w i := by
    simp only [poleMoment, Finset.mul_sum]
    rw [Finset.sum_comm]
    refine Finset.sum_congr rfl fun e _ => ?_
    rw [eval_eq_sum_range' hq', Finset.mul_sum]
    exact Finset.sum_congr rfl fun i _ => by ring
  have h3 : ∑ i ∈ Finset.range N, q.coeff i * densityMoment f a b i
      = ∑ i ∈ Finset.range N, q.coeff i * poleMoment S w i :=
    Finset.sum_congr rfl fun i hi => by rw [h i (Finset.mem_range.mp hi)]
  rw [h1, h2, Finset.sum_range_succ, Finset.sum_range_succ]
  linear_combination h3

/-- A continuous nonnegative density on `[a, b]`, `a < b`, that shares the moments of orders
below `2M` with a spectrum of `M` poles, whose weights are not all zero, has a strictly larger
moment of order `2M`. -/
theorem moment_overshoot {S : Finset ℝ} {w f : ℝ → ℝ} {a b : ℝ} (hab : a < b)
    (hf : ContinuousOn f (Set.Icc a b)) (hpos : ∀ x ∈ Set.Icc a b, 0 ≤ f x)
    (hw : ∃ e ∈ S, w e ≠ 0)
    (h : ∀ k < 2 * S.card, densityMoment f a b k = poleMoment S w k) :
    poleMoment S w (2 * S.card) < densityMoment f a b (2 * S.card) := by
  obtain ⟨s, hs, hws⟩ := hw
  obtain ⟨hmon, hdeg⟩ := polePoly_monic_natDegree S
  have hdeg2 : (polePoly S ^ 2).natDegree = 2 * S.card := by
    rw [hmon.natDegree_pow, hdeg]
  have hcoeff : (polePoly S ^ 2).coeff (2 * S.card) = 1 := by
    have h1 := (hmon.pow 2).coeff_natDegree
    rwa [hdeg2] at h1
  -- the squared pole polynomial has zero average over the discrete spectrum
  have hsum : ∑ e ∈ S, w e * (polePoly S ^ 2).eval e = 0 :=
    Finset.sum_eq_zero fun e he => by
      rw [eval_pow, (polePoly_eval_eq_zero S e).mpr he]
      ring
  have hdef := average_defect hab.le hf h (polePoly S ^ 2) hdeg2.le
  rw [hsum, hcoeff] at hdef
  have hint : 0 < ∫ x in a..b, (polePoly S ^ 2).eval x * f x := by
    refine intervalIntegral.integral_pos hab
      ((polePoly S ^ 2).continuous.continuousOn.mul hf) (fun x hx => ?_) ?_
    · rw [eval_pow]
      exact mul_nonneg (sq_nonneg _) (hpos x (Set.Ioc_subset_Icc_self hx))
    · by_contra hcon
      -- otherwise the density vanishes away from the poles
      have hzero : ∀ x ∈ Set.Icc a b, x ∉ S → f x = 0 := by
        intro x hx hxS
        by_contra hne
        have hfx : 0 < f x := lt_of_le_of_ne (hpos x hx) (Ne.symm hne)
        have hP : (polePoly S).eval x ≠ 0 := fun h0 =>
          hxS ((polePoly_eval_eq_zero S x).mp h0)
        refine hcon ⟨x, hx, ?_⟩
        rw [eval_pow]
        positivity
      have hae : ∀ᵐ x ∂(MeasureTheory.volume : MeasureTheory.Measure ℝ),
          x ∉ (S : Set ℝ) := by
        have hset : {x : ℝ | ¬ x ∉ (S : Set ℝ)} = (S : Set ℝ) := by
          ext x
          simp
        rw [MeasureTheory.ae_iff, hset]
        exact S.finite_toSet.measure_zero _
      -- the polynomial that omits the pole `s` isolates its weight
      have hlt : (polePoly (S.erase s)).natDegree < 2 * S.card := by
        have h1 := Finset.card_erase_lt_of_mem hs
        rw [(polePoly_monic_natDegree (S.erase s)).2]
        omega
      have hI : (∫ x in a..b, (polePoly (S.erase s)).eval x * f x) = 0 := by
        refine intervalIntegral.integral_zero_ae ?_
        filter_upwards [hae] with x hxS hx
        rw [Set.uIoc_of_le hab.le] at hx
        rw [hzero x (Set.Ioc_subset_Icc_self hx) (fun hm => hxS (Finset.mem_coe.mpr hm)),
          mul_zero]
      have hd := average_defect hab.le hf h (polePoly (S.erase s)) hlt.le
      have hone : ∑ e ∈ S, w e * (polePoly (S.erase s)).eval e
          = w s * (polePoly (S.erase s)).eval s :=
        Finset.sum_eq_single_of_mem s hs fun e he hes => by
          rw [(polePoly_eval_eq_zero _ e).mpr (Finset.mem_erase.mpr ⟨hes, he⟩), mul_zero]
      rw [hI, hone, coeff_eq_zero_of_natDegree_lt hlt] at hd
      have hq : (polePoly (S.erase s)).eval s ≠ 0 := fun h0 =>
        Finset.notMem_erase s S ((polePoly_eval_eq_zero _ s).mp h0)
      exact mul_ne_zero hws hq (by linarith)
  linarith

/-- A continuous density on `[a, b]`, `a < b`, that reproduces the moments of orders `0` through
`2M` of a spectrum of `M` poles, whose weights are not all zero, is negative somewhere. -/
theorem exact_reconstruction_negative {S : Finset ℝ} {w f : ℝ → ℝ} {a b : ℝ} (hab : a < b)
    (hf : ContinuousOn f (Set.Icc a b)) (hw : ∃ e ∈ S, w e ≠ 0)
    (h : ∀ k ≤ 2 * S.card, densityMoment f a b k = poleMoment S w k) :
    ∃ x ∈ Set.Icc a b, f x < 0 := by
  by_contra! hpos
  exact (moment_overshoot hab hf hpos hw fun k hk => h k hk.le).ne' (h _ le_rfl)

/-- For at least one pole and positive weights, a continuous density on `[a, b]`, `a < b`, with
the same moments of orders `0` through `2M` takes both negative and positive values. -/
theorem exact_reconstruction_changes_sign {S : Finset ℝ} {w f : ℝ → ℝ} {a b : ℝ} (hab : a < b)
    (hf : ContinuousOn f (Set.Icc a b)) (hS : S.Nonempty) (hw : ∀ e ∈ S, 0 < w e)
    (h : ∀ k ≤ 2 * S.card, densityMoment f a b k = poleMoment S w k) :
    (∃ x ∈ Set.Icc a b, f x < 0) ∧ ∃ y ∈ Set.Icc a b, 0 < f y := by
  obtain ⟨s, hs⟩ := hS
  refine ⟨exact_reconstruction_negative hab hf ⟨s, hs, (hw s hs).ne'⟩ h, ?_⟩
  by_contra! hneg
  -- the zeroth moment is the total weight, which is positive
  have h0 := h 0 (Nat.zero_le _)
  simp only [densityMoment, poleMoment, pow_zero, one_mul, mul_one] at h0
  have h1 : 0 < ∑ e ∈ S, w e := Finset.sum_pos hw ⟨s, hs⟩
  have h2 : 0 ≤ ∫ x in a..b, -f x :=
    intervalIntegral.integral_nonneg hab.le fun x hx => neg_nonneg.mpr (hneg x hx)
  rw [intervalIntegral.integral_neg] at h2
  linarith

/-- The density `(9 - 15 x ^ 2) / 8` on `[-1, 1]` has the same moments of orders `0`, `1`, `2` as
a single pole of unit weight at zero energy. -/
theorem exact_reconstruction_witness (k : ℕ) (hk : k ≤ 2) :
    densityMoment (fun x => (9 - 15 * x ^ 2) / 8) (-1) 1 k
      = poleMoment {0} (fun _ => 1) k := by
  have hfun : (fun x : ℝ => x ^ k * ((9 - 15 * x ^ 2) / 8))
      = fun x => 9 / 8 * x ^ k - 15 / 8 * x ^ (k + 2) := by
    funext x
    ring
  simp only [densityMoment, poleMoment, Finset.sum_singleton, one_mul]
  rw [hfun, intervalIntegral.integral_sub, intervalIntegral.integral_const_mul,
    intervalIntegral.integral_const_mul, integral_pow, integral_pow]
  · interval_cases k <;> norm_num
  · exact Continuous.intervalIntegrable (by fun_prop) _ _
  · exact Continuous.intervalIntegrable (by fun_prop) _ _

/-- The constant density `1` on `[-1, 1]` has the same moments of orders `0` through `3` as two
poles of unit weight at plus and minus the square root of `1/3`. -/
theorem positive_reconstruction_two_poles (k : ℕ) (hk : k < 4) :
    densityMoment (fun _ => 1) (-1) 1 k
      = poleMoment {-Real.sqrt (1 / 3), Real.sqrt (1 / 3)} (fun _ => 1) k := by
  have hc : Real.sqrt (1 / 3) ^ 2 = 1 / 3 := Real.sq_sqrt (by norm_num)
  have hpos : 0 < Real.sqrt (1 / 3) := Real.sqrt_pos.mpr (by norm_num)
  generalize Real.sqrt (1 / 3) = c at hc hpos ⊢
  have hne : -c ≠ c := by
    intro h
    linarith
  simp only [densityMoment, poleMoment, Finset.sum_pair hne, one_mul, mul_one, integral_pow]
  interval_cases k
  · linear_combination (norm := (push_cast; ring)) 0
  · linear_combination (norm := (push_cast; ring)) 0
  · linear_combination (norm := (push_cast; ring)) (-2) * hc
  · linear_combination (norm := (push_cast; ring)) 0

end

end MomentReconstruction
```

```lean
#print axioms MomentReconstruction.exact_reconstruction_negative
#print axioms MomentReconstruction.exact_reconstruction_changes_sign
#print axioms MomentReconstruction.positive_reconstruction_two_poles
```

```
'MomentReconstruction.exact_reconstruction_negative' depends on axioms: [propext, Classical.choice, Quot.sound]
'MomentReconstruction.exact_reconstruction_changes_sign' depends on axioms: [propext, Classical.choice, Quot.sound]
'MomentReconstruction.positive_reconstruction_two_poles' depends on axioms: [propext, Classical.choice, Quot.sound]
```

## From the moment identity to the sign of f

`average_defect` is equation (1). The steps `h1` and `h2` expand the two averages into moments, using `eval_eq_sum_range'` to write the polynomial through its coefficients. For the density, the integral is exchanged with the finite sum; for the poles, `Finset.sum_comm` exchanges two finite sums. `h3` says that the terms below order `N` agree. `Finset.sum_range_succ` splits off the top term, and `linear_combination h3` performs the subtraction.

`polePoly` is $P$. Two short lemmas record that it vanishes exactly on `S` and that it is monic of degree `S.card`.

`moment_overshoot` is the strict inequality for nonnegative densities. `hcoeff` and `hsum` supply the leading coefficient $1$ and the zero average over the poles, which turns `average_defect` into equation (2), stored as `hdef`. The positivity of the integral, `hint`, comes from `intervalIntegral.integral_pos`, which asks for a continuous integrand, nonnegative in the window and strictly positive at some point of it. That point is found by contradiction:

- `hzero` shows that otherwise `f` vanishes away from the poles;
- `hae` says that almost every real number is not a pole, and `hI` concludes that the integral against `polePoly (S.erase s)` is zero;
- `hone` reduces the discrete sum to the single term at `s`;
- the last line of the branch contradicts `w s ≠ 0`.

`exact_reconstruction_negative` then assumes `f` nonnegative throughout the window and sets the strict inequality against the assumed equality at order `2 * S.card`. `exact_reconstruction_changes_sign` adds the zeroth moment: if `f` were nowhere positive, its integral could not equal a positive total weight.

The last two theorems verify the moment equalities of the examples. `exact_reconstruction_witness` integrates the powers and checks `k` = 0, 1, 2 separately through `interval_cases`. `positive_reconstruction_two_poles` replaces the square root by a symbol `c` with `c ^ 2 = 1 / 3` and treats the four orders one by one; only order two uses that relation.
